# Closed form of the Szegő exponent ∑ k V_k V_{−k} for V_k = (b^|k| − a^|k|)/(2k), with real |a|, |b| < 1

In the strong Szegő theorem, which gives the large-size behaviour of Toeplitz determinants such as those for spin correlations in the Ising chain, the sum of k V_k V_{−k} over k ≥ 1 appears as an exponent, V_k being the Fourier coefficients of the symbol's logarithm. `hasSum_exponent` treats only this sum, for V_k = (b^|k| − a^|k|)/(2k) with V_0 = 0 and real a, b of modulus below one, and says that it converges to (log(1 − a²) + log(1 − b²) − 2 log(1 − ab))/4. Since V_{−k} = −V_k, each term is −(b^k − a^k)²/(4k), and expanding the square leaves three logarithm series. The attempt combines Mathlib's sums for these series into `h`, then uses `convert` to match `h` with the statement.

The first attempt, which Lean rejects:

```lean
import Mathlib

open Filter Topology

namespace HasSumExponent

noncomputable section

/-- Fourier coefficients `V_k = (b^|k| - a^|k|) / (2k)` for `k ≠ 0`, with `V_0 = 0`. -/
def coeff (a b : ℝ) (k : ℤ) : ℝ :=
  if k = 0 then 0 else (b ^ k.natAbs - a ^ k.natAbs) / (2 * k)

/-- The coefficient of the positive mode `k = n + 1` is `(b^k - a^k) / (2k)`. -/
theorem coeff_succ (a b : ℝ) (n : ℕ) :
    coeff a b ((n : ℤ) + 1) = (b ^ (n + 1) - a ^ (n + 1)) / (2 * ((n : ℝ) + 1)) := by
  have h : (n : ℤ) + 1 ≠ 0 := by omega
  have h2 : ((n : ℤ) + 1).natAbs = n + 1 := by omega
  rw [coeff, if_neg h, h2]
  push_cast
  rfl

/-- The coefficients are odd: `V_{-k} = -V_k`. -/
theorem coeff_neg (a b : ℝ) (k : ℤ) : coeff a b (-k) = -coeff a b k := by
  by_cases h : k = 0
  · simp [coeff, h]
  · rw [coeff, coeff, if_neg h, if_neg (neg_ne_zero.mpr h), Int.natAbs_neg, Int.cast_neg,
      mul_neg, div_neg]

/-- For `|a| < 1` and `|b| < 1` the sum `∑_{k ≥ 1} k V_k V_{-k}` converges to
`(log (1 - a²) + log (1 - b²) - 2 log (1 - ab)) / 4`. -/
theorem hasSum_exponent {a b : ℝ} (ha : |a| < 1) (hb : |b| < 1) :
    HasSum (fun n : ℕ => ((n : ℝ) + 1) * coeff a b ((n : ℤ) + 1) * coeff a b (-((n : ℤ) + 1)))
      ((Real.log (1 - a ^ 2) + Real.log (1 - b ^ 2) - 2 * Real.log (1 - a * b)) / 4) := by
  have hsq : ∀ c : ℝ, |c| < 1 → |c ^ 2| < 1 := by
    intro c hc
    rw [abs_pow]
    nlinarith [abs_nonneg c]
  have hab : |a * b| < 1 := by
    rw [abs_mul]
    nlinarith [abs_nonneg a, abs_nonneg b]
  -- the square (a^k - b^k)² splits into three logarithm series
  have h := (((Real.hasSum_pow_div_log_of_abs_lt_one (hsq a ha)).add
    (Real.hasSum_pow_div_log_of_abs_lt_one (hsq b hb))).sub
    ((Real.hasSum_pow_div_log_of_abs_lt_one hab).mul_left 2)).mul_left (-1 / 4)
  convert h using 1
  · funext n
    have hn : (n : ℝ) + 1 ≠ 0 := Nat.cast_add_one_ne_zero n
    rw [coeff_neg, coeff_succ, mul_pow, pow_right_comm a 2 (n + 1),
      pow_right_comm b 2 (n + 1)]
    generalize a ^ (n + 1) = x
    generalize b ^ (n + 1) = y
    field_simp
    ring
  · ring

end

end HasSumExponent
```

Messages:

```
Main.lean:46:4: error: Tactic `apply` failed: could not unify the conclusion of `@funext`
  ?f = ?g
with the goal
  Real.instAddCommMonoid =
    CommRing.toNonUnitalCommRing.toNonUnitalNonAssocCommRing.toNonUnitalNonAssocSemiring.toAddCommMonoid

Note: The full type of `@funext` is
  ∀ {α : Sort ?u.150} {β : α → Sort ?u.149} {f g : (x : α) → β x}, (∀ (x : α), f x = g x) → f = g

case e'_3
a b : ℝ
ha : |a| < 1
hb : |b| < 1
hsq : ∀ (c : ℝ), |c| < 1 → |c ^ 2| < 1
hab : |a * b| < 1
h :
  HasSum
    (fun i =>
      -1 / 4 * ((a ^ 2) ^ (i + 1) / (↑i + 1) + (b ^ 2) ^ (i + 1) / (↑i + 1) - 2 * ((a * b) ^ (i + 1) / (↑i + 1))))
    (-1 / 4 * (-Real.log (1 - a ^ 2) + -Real.log (1 - b ^ 2) - 2 * -Real.log (1 - a * b)))
⊢ Real.instAddCommMonoid =
    CommRing.toNonUnitalCommRing.toNonUnitalNonAssocCommRing.toNonUnitalNonAssocSemiring.toAddCommMonoid
Try this:
  [apply] ring_nf
  
  The `ring` tactic failed to close the goal. Use `ring_nf` to obtain a normal form.
    
  Note that `ring` works primarily in *commutative* rings. If you have a noncommutative ring, abelian group or module, consider using `noncomm_ring`, `abel` or `module` instead.
Main.lean:54:2: error: unsolved goals
case e'_5
a b : ℝ
ha : |a| < 1
hb : |b| < 1
hsq : ∀ (c : ℝ), |c| < 1 → |c ^ 2| < 1
hab : |a * b| < 1
h :
  HasSum
    (fun i =>
      -1 / 4 * ((a ^ 2) ^ (i + 1) / (↑i + 1) + (b ^ 2) ^ (i + 1) / (↑i + 1) - 2 * ((a * b) ^ (i + 1) / (↑i + 1))))
    (-1 / 4 * (-Real.log (1 - a ^ 2) + -Real.log (1 - b ^ 2) - 2 * -Real.log (1 - a * b)))
⊢ (fun n => ↑n * coeff a b (1 + ↑n) * coeff a b (-1 - ↑n) + coeff a b (1 + ↑n) * coeff a b (-1 - ↑n)) = fun i =>
    a * a ^ i * (1 + ↑i)⁻¹ * b * b ^ i * (1 / 2) + a ^ 2 * a ^ (i * 2) * (1 + ↑i)⁻¹ * (-1 / 4) +
      (1 + ↑i)⁻¹ * b ^ 2 * b ^ (i * 2) * (-1 / 4)
Main.lean:33:88: error: unsolved goals
case e'_6
a b : ℝ
ha : |a| < 1
hb : |b| < 1
hsq : ∀ (c : ℝ), |c| < 1 → |c ^ 2| < 1
hab : |a * b| < 1
h :
  HasSum
    (fun i =>
      -1 / 4 * ((a ^ 2) ^ (i + 1) / (↑i + 1) + (b ^ 2) ^ (i + 1) / (↑i + 1) - 2 * ((a * b) ^ (i + 1) / (↑i + 1))))
    (-1 / 4 * (-Real.log (1 - a ^ 2) + -Real.log (1 - b ^ 2) - 2 * -Real.log (1 - a * b)))
⊢ (Real.log (1 - a ^ 2) + Real.log (1 - b ^ 2) - 2 * Real.log (1 - a * b)) / 4 =
    -1 / 4 * (-Real.log (1 - a ^ 2) + -Real.log (1 - b ^ 2) - 2 * -Real.log (1 - a * b))
```

What went wrong. The proof has two bullets after `convert h using 1`, one for the terms and one for the value, but `convert` left three goals. The extra one, which comes first, asks that two `AddCommMonoid` structures on ℝ be equal: `Real.instAddCommMonoid` from the statement, and the one in `h` reached through the ring structure.

So each bullet met the wrong goal. `funext n` failed because the instance equation is not an equation between functions. `ring` then received the equality of the two term functions, which it could not prove, as it does not unfold `coeff`. The equation between the values, meant for `ring`, had no bullet left and is the last error.

The repair states the two intended equations separately. `hf` proves the equality of terms for each `n` by the old calculation, and `hv` proves the equality of values by `ring`. `rw [funext hf, hv]` puts both into the goal, which then differs from `h` only in how the instances are written. `exact h` accepts this because the two instances are equal by definition, which Lean checks by unfolding them.

After these edits no error is left:

```diff
@@ -43,6 +43,9 @@
     (Real.hasSum_pow_div_log_of_abs_lt_one (hsq b hb))).sub
     ((Real.hasSum_pow_div_log_of_abs_lt_one hab).mul_left 2)).mul_left (-1 / 4)
-  convert h using 1
-  · funext n
+  have hf : ∀ n : ℕ,
+      ((n : ℝ) + 1) * coeff a b ((n : ℤ) + 1) * coeff a b (-((n : ℤ) + 1)) =
+      -1 / 4 * ((a ^ 2) ^ (n + 1) / ((n : ℝ) + 1) + (b ^ 2) ^ (n + 1) / ((n : ℝ) + 1)
+        - 2 * ((a * b) ^ (n + 1) / ((n : ℝ) + 1))) := by
+    intro n
     have hn : (n : ℝ) + 1 ≠ 0 := Nat.cast_add_one_ne_zero n
     rw [coeff_neg, coeff_succ, mul_pow, pow_right_comm a 2 (n + 1),
@@ -52,5 +55,9 @@
     field_simp
     ring
-  · ring
+  have hv : (Real.log (1 - a ^ 2) + Real.log (1 - b ^ 2) - 2 * Real.log (1 - a * b)) / 4 =
+      -1 / 4 * (-Real.log (1 - a ^ 2) + -Real.log (1 - b ^ 2)
+        - 2 * -Real.log (1 - a * b)) := by ring
+  rw [funext hf, hv]
+  exact h
 
 end
```
